# Projecting matrix-coupled partial waves onto the partial waves gives the coupling matrix times their weighted overlap matrix

A finite family of real partial waves $u_i$ on $[0,R]$, with $R \ge 0$, is coupled by a constant real matrix $A$ and a common radial shape function $k$. The theorem says that integrating $\sum_l A_{il}\,k\,u_l$ against $u_j$ over $[0,R]$ gives $(AB)_{ij}$, where $B_{lj}=\int_0^R k\,u_l\,u_j\,dr$ is the weighted overlap matrix. The functions $k$ and $u_i$ are assumed continuous on $[0,R]$; the waves need not be normalised or orthogonal, nor solve any radial equation. The proof moves $u_j$ inside the sum, exchanges the integral with the finite sum, and takes the constants $A_{il}$ out of the integrals.

The first attempt, which Lean rejects:

```lean
import Mathlib

open Matrix Set

namespace PairingEqMul

noncomputable section

variable {ι : Type*} [Fintype ι] {R : ℝ} {k : ℝ → ℝ} {u : ι → ℝ → ℝ}

/-- The matrix `B i j = ∫ k u_i u_j` of the partial waves `u` on `[0, R]`, weighted with the
shape function `k`. -/
def overlap (R : ℝ) (k : ℝ → ℝ) (u : ι → ℝ → ℝ) : Matrix ι ι ℝ :=
  Matrix.of fun i j => ∫ r in (0 : ℝ)..R, k r * u i r * u j r

/-- For continuous `k` and `u_i`, integrating `∑ l, A i l k u_l` against `u_j` gives the
entry `i j` of the matrix product `A B`. -/
theorem pairing_eq_mul (hR : 0 ≤ R) (hk : ContinuousOn k (Icc 0 R))
    (hu : ∀ i, ContinuousOn (u i) (Icc 0 R)) (A : Matrix ι ι ℝ) (i j : ι) :
    ∫ r in (0 : ℝ)..R, (∑ l, A i l * (k r * u l r)) * u j r = (A * overlap R k u) i j := by
  have e : ∀ r, (∑ l, A i l * (k r * u l r)) * u j r =
      ∑ l, A i l * (k r * u l r * u j r) := by
    intro r
    rw [Finset.sum_mul]
    exact Finset.sum_congr rfl fun l _ => by ring
  simp only [e]
  rw [intervalIntegral.integral_finset_sum fun l _ => ContinuousOn.intervalIntegrable_of_Icc hR
    (continuousOn_const.mul ((hk.mul (hu l)).mul (hu j)))]
  simp only [Matrix.mul_apply, overlap, Matrix.of_apply, intervalIntegral.integral_const_mul]

end

end PairingEqMul
```

Lean reports:

```
Main.lean:27:6: warning: `intervalIntegral.integral_finset_sum` has been deprecated: Use `intervalIntegral.integral_finsetSum` instead
Main.lean:27:6: error: Tactic `rewrite` failed: Did not find an occurrence of the pattern
  ∫ (x : ℝ) in 0..R, ∑ i ∈ ?m.126, ((fun x => ?m.162 i) * (k * u i * u j)) x ∂?m.138
in the target expression
  ∫ (r : ℝ) in 0..R, ∑ l, A i l * (k r * u l r * u j r) = (A * overlap R k u) i j

ι : Type u_1
inst✝ : Fintype ι
R : ℝ
k : ℝ → ℝ
u : ι → ℝ → ℝ
hR : 0 ≤ R
hk : ContinuousOn k (Icc 0 R)
hu : ∀ (i : ι), ContinuousOn (u i) (Icc 0 R)
A : Matrix ι ι ℝ
i j : ι
e : ∀ (r : ℝ), (∑ l, A i l * (k r * u l r)) * u j r = ∑ l, A i l * (k r * u l r * u j r)
⊢ ∫ (r : ℝ) in 0..R, ∑ l, A i l * (k r * u l r * u j r) = (A * overlap R k u) i j

Note: The target expression is not type-correct under the `implicit` transparency level, which may have triggered the failure. This is usually caused by unfolding of semireducible definitions in prior tactic steps. Use `set_option linter.tacticCheckInstances true` to investigate the source of the issue.
Full error:
  function expected
    A i
```

The error comes from the step that exchanges integral and sum. Lean reads the integrand off the integrability proof supplied to `rw`, and `ContinuousOn.mul` here yields a product of functions, `(fun x => ?m.162 i) * (k * u i * u j)`, applied to `x`. The goal has the pointwise product `A i l * (k r * u l r * u j r)` instead. The two agree once multiplication of functions is unfolded, but the rewrite's pattern search does not find the match.

The new `hc` states continuity for the pointwise function. The old continuity proof is accepted for that statement, and `rw` then gets an integrand of the goal's form.

The note about type-correctness concerns `A i l`, where a `Matrix` is applied as a function. Lean offers this only as a possible cause; the repair keeps that expression and the rewrite succeeds.

The warning is separate: `intervalIntegral.integral_finset_sum` is deprecated, and changing to `intervalIntegral.integral_finsetSum` removes the warning. Writing `(hc l).intervalIntegrable_of_Icc hR` in dot notation is mere tidying.

The change, after which it compiles:

```diff
@@ -24,7 +24,8 @@
     rw [Finset.sum_mul]
     exact Finset.sum_congr rfl fun l _ => by ring
+  have hc : ∀ l, ContinuousOn (fun r => A i l * (k r * u l r * u j r)) (Icc 0 R) :=
+    fun l => continuousOn_const.mul ((hk.mul (hu l)).mul (hu j))
   simp only [e]
-  rw [intervalIntegral.integral_finset_sum fun l _ => ContinuousOn.intervalIntegrable_of_Icc hR
-    (continuousOn_const.mul ((hk.mul (hu l)).mul (hu j)))]
+  rw [intervalIntegral.integral_finsetSum fun l _ => (hc l).intervalIntegrable_of_Icc hR]
   simp only [Matrix.mul_apply, overlap, Matrix.of_apply, intervalIntegral.integral_const_mul]
 
```
